# A uniform Hückel ring with nonzero coupling has nonbonding orbitals exactly when 4 divides N

Q: In Hückel theory, square cyclobutadiene has two orbitals at the energy α of an isolated carbon p orbital, and benzene has none. I'm told that a formal theorem settles this for every ring size, but it speaks of functions on `ZMod N`. Where is the molecule?

A: In the amplitudes. Number the sites j = 0, …, N−1 around the ring and let ψ(j) be the real amplitude of the p orbital on site j. With β the coupling between neighbours, the Hamiltonian H acts as

(Hψ)(j) = αψ(j) + β(ψ(j+1) + ψ(j−1)).

Setting Hψ = αψ cancels the α terms. If β ≠ 0, what remains is

ψ(j+1) + ψ(j−1) = 0 for every j.

Q: And how does the number four come out of that?

A: Apply the condition at site j+1. It gives ψ(j+2) = −ψ(j), and after n double steps

ψ(j+2n) = (−1)ⁿ ψ(j).

Suppose 4 does not divide N. If N is odd, take n = N, which is two full turns. If N = 2m with m odd, take n = m, which is one turn. Either way n is odd and we are back at site j, so ψ(j) = −ψ(j) and ψ vanishes.

If 4 divides N, the pattern a, b, −a, −b closes on itself. The neighbours of a site carrying ±a have amplitudes b and −b, and those of a site carrying ±b have a and −a, so each pair cancels.

Q: Then show me that the formal definitions say the same.

A: The cancellation condition comes first. Its sites form a commutative ring `R` in the algebraic sense, so that j+1 and j−1 make sense.

In Lean 4 with Mathlib:

```lean
import Mathlib

namespace AnnuleneNonbonding

/-- The nonbonding condition: at every site the amplitudes of the two neighbours cancel. -/
def IsNonbonding {R : Type*} [CommRing R] (ψ : R → ℝ) : Prop :=
  ∀ j, ψ (j + 1) + ψ (j - 1) = 0
```

For the molecule, `R` is `ZMod N`, the integers modulo N, where site N−1 is followed by site 0. The Hamiltonian is the formula above, stated as a linear map:

```lean
/-- The Hückel Hamiltonian of a ring of `N` sites with on-site energy `α` and
nearest-neighbour coupling `β`. -/
def ringHamiltonian (N : ℕ) (α β : ℝ) : (ZMod N → ℝ) →ₗ[ℝ] (ZMod N → ℝ) where
  toFun ψ := fun j => α * ψ j + β * (ψ (j + 1) + ψ (j - 1))
  map_add' ψ φ := by
    funext j
    simp only [Pi.add_apply]
    ring
  map_smul' c ψ := by
    funext j
    simp only [Pi.smul_apply, smul_eq_mul, RingHom.id_apply]
    ring
```

The repeating unit is a function on the integers modulo four:

```lean
/-- The four-site amplitude pattern `a, b, -a, -b`. -/
def pattern (a b : ℝ) : ZMod 4 → ℝ :=
  fun k => (![a, b, -a, -b] : Fin 4 → ℝ) k
```

Q: Is "nonbonding" just a name given to the cancellation condition, or is it tied to the energy?

A: It is tied to the energy by the next theorem. The eigenspace at α consists of all ψ with Hψ = αψ, including zero, and for β ≠ 0 it is exactly the set of amplitudes that satisfy the condition. The proof isolates β(ψ(j+1) + ψ(j−1)) = 0 and divides out β.

```lean
/-- For nonzero coupling, the orbitals at energy `α` are those whose neighbour amplitudes
cancel at every site. -/
theorem mem_level_iff {N : ℕ} {α β : ℝ} (hβ : β ≠ 0) (ψ : ZMod N → ℝ) :
    ψ ∈ Module.End.eigenspace (ringHamiltonian N α β) α ↔ IsNonbonding ψ := by
  rw [Module.End.mem_eigenspace_iff]
  constructor
  · intro h j
    have hj := congrFun h j
    change α * ψ j + β * (ψ (j + 1) + ψ (j - 1)) = α * ψ j at hj
    have h0 : β * (ψ (j + 1) + ψ (j - 1)) = 0 := by linarith
    exact (mul_eq_zero.mp h0).resolve_left hβ
  · intro h
    funext j
    change α * ψ j + β * (ψ (j + 1) + ψ (j - 1)) = α * ψ j
    rw [h j]
    ring
```

Q: What does β ≠ 0 stand for, and what happens without it?

A: It says that neighbouring p orbitals interact. Take N = 3 and β = 0: then H is α times the identity, and the amplitudes (1, 0, 0) have energy α although 4 does not divide 3.

Q: Now the alternation rule.

A: It is an induction on n. The step applies the condition at site j+2n+1, whose neighbours are j+2n and j+2n+2.

```lean
/-- A nonbonding amplitude changes sign with every step of two sites. -/
theorem IsNonbonding.alternates {R : Type*} [CommRing R] {ψ : R → ℝ}
    (h : IsNonbonding ψ) (n : ℕ) (j : R) :
    ψ (j + 2 * (n : R)) = (-1) ^ n * ψ j := by
  induction n with
  | zero => simp
  | succ n ih =>
    have key := h (j + 2 * (n : R) + 1)
    have e1 : j + 2 * (n : R) + 1 + 1 = j + 2 * ((n + 1 : ℕ) : R) := by
      push_cast
      ring
    have e2 : j + 2 * (n : R) + 1 - 1 = j + 2 * (n : R) := by ring
    rw [e1, e2, ih] at key
    rw [pow_succ]
    linarith
```

The converse needs the four-site pattern. The map `f` counts sites modulo four, and the proof checks the four cases in turn. For `ZMod N` such a map is available when 4 divides N.

```lean
/-- The pattern `a, b, -a, -b`, repeated along a chain or ring whose sites can be counted
modulo four, is nonbonding. -/
theorem pattern_isNonbonding {R : Type*} [CommRing R] (f : R →+* ZMod 4) (a b : ℝ) :
    IsNonbonding (fun j => pattern a b (f j)) := by
  have p0 : pattern a b 0 = a := rfl
  have p1 : pattern a b 1 = b := rfl
  have p2 : pattern a b 2 = -a := rfl
  have p3 : pattern a b 3 = -b := rfl
  -- the four sites of the repeating unit are checked in turn
  have key : ∀ k : ZMod 4, pattern a b (k + 1) + pattern a b (k - 1) = 0 := by
    intro k
    have hk : k = 0 ∨ k = 1 ∨ k = 2 ∨ k = 3 := by
      revert k
      decide
    rcases hk with hk | hk | hk | hk
    · rw [show k + 1 = 1 by rw [hk]; decide, show k - 1 = 3 by rw [hk]; decide, p1, p3]
      ring
    · rw [show k + 1 = 2 by rw [hk]; decide, show k - 1 = 0 by rw [hk]; decide, p2, p0]
      ring
    · rw [show k + 1 = 3 by rw [hk]; decide, show k - 1 = 1 by rw [hk]; decide, p3, p1]
      ring
    · rw [show k + 1 = 0 by rw [hk]; decide, show k - 1 = 2 by rw [hk]; decide, p0, p2]
      ring
  intro j
  change pattern a b (f (j + 1)) + pattern a b (f (j - 1)) = 0
  rw [map_add, map_sub, map_one]
  exact key (f j)
```

Q: That gives a two-parameter family. Could there be more solutions?

A: No. When 4 divides N, subtract from any solution the pattern with the same amplitudes on sites 0 and 1. The difference is again a solution, and it vanishes on those two sites. Two adjacent zeros force a zero on the next site in either direction, so the difference vanishes everywhere. The lemmas `up` and `down` are these two moves, and induction over the integers carries them to every site.

```lean
/-- A nonbonding orbital of a ring that vanishes on sites 0 and 1 vanishes everywhere. -/
theorem eq_zero_of_adjacent {N : ℕ} {ψ : ZMod N → ℝ} (h : IsNonbonding ψ)
    (h0 : ψ 0 = 0) (h1 : ψ 1 = 0) : ψ = 0 := by
  -- a pair of adjacent zeros can be moved one site in either direction
  have up : ∀ x : ZMod N, ψ x = 0 ∧ ψ (x + 1) = 0 → ψ (x + 1) = 0 ∧ ψ (x + 1 + 1) = 0 := by
    rintro x ⟨hx, hx1⟩
    have key := h (x + 1)
    rw [add_sub_cancel_right, hx, add_zero] at key
    exact ⟨hx1, key⟩
  have down : ∀ x : ZMod N, ψ x = 0 ∧ ψ (x + 1) = 0 →
      ψ (x - 1) = 0 ∧ ψ (x - 1 + 1) = 0 := by
    rintro x ⟨hx, hx1⟩
    have key := h x
    rw [hx1, zero_add] at key
    rw [sub_add_cancel]
    exact ⟨key, hx⟩
  have all : ∀ n : ℤ, ψ (n : ZMod N) = 0 ∧ ψ ((n : ZMod N) + 1) = 0 := by
    intro n
    refine Int.induction_on n ?_ ?_ ?_
    · rw [Int.cast_zero, zero_add]
      exact ⟨h0, h1⟩
    · intro i ih
      rw [Int.cast_add, Int.cast_one]
      exact up _ ih
    · intro i ih
      rw [Int.cast_sub, Int.cast_one]
      exact down _ ih
  funext j
  obtain ⟨n, rfl⟩ := ZMod.intCast_surjective j
  exact (all n).1
```

Q: So the existence theorem should now follow.

A: It does. One direction finds the odd n from the hand argument, and the other uses the pattern with a = 1 and b = 0.

```lean
/-- The ring equation `ψ(j+1) + ψ(j-1) = 0` has a nonzero real solution exactly when the
number of sites is a multiple of four. -/
theorem exists_isNonbonding_iff (N : ℕ) :
    (∃ ψ : ZMod N → ℝ, ψ ≠ 0 ∧ IsNonbonding ψ) ↔ 4 ∣ N := by
  constructor
  · rintro ⟨ψ, hψ, h⟩
    by_contra hN
    -- an odd number of double steps leads back to the starting site
    obtain ⟨n, hodd, c, hc⟩ : ∃ n : ℕ, Odd n ∧ N ∣ 2 * n := by
      rcases Nat.even_or_odd' N with ⟨m, hm | hm⟩
      · exact ⟨m, Nat.odd_iff.mpr (by omega), ⟨1, by omega⟩⟩
      · exact ⟨N, Nat.odd_iff.mpr (by omega), ⟨2, by ring⟩⟩
    have hz : ((2 * n : ℕ) : ZMod N) = 0 := by
      rw [hc, Nat.cast_mul, ZMod.natCast_self, zero_mul]
    rw [Nat.cast_mul, Nat.cast_ofNat] at hz
    apply hψ
    funext j
    change ψ j = 0
    have key := h.alternates n j
    rw [hz, add_zero, hodd.neg_one_pow] at key
    linarith
  · intro h4
    refine ⟨fun j => pattern 1 0 (ZMod.castHom h4 (ZMod 4) j), ?_, pattern_isNonbonding _ 1 0⟩
    intro h0
    have key := congrFun h0 0
    change pattern 1 0 (ZMod.castHom h4 (ZMod 4) 0) = 0 at key
    rw [map_zero] at key
    exact one_ne_zero (α := ℝ) key
```

Combined with the energy statement, this becomes a theorem about the Hamiltonian:

```lean
/-- With nonzero coupling, the Hückel ring of `N` sites has an orbital at the nonbonding
energy `α` exactly when `N` is a multiple of four. -/
theorem annulene_nonbonding_iff (N : ℕ) {α β : ℝ} (hβ : β ≠ 0) :
    (∃ ψ : ZMod N → ℝ, ψ ≠ 0 ∧ ringHamiltonian N α β ψ = α • ψ) ↔ 4 ∣ N := by
  rw [← exists_isNonbonding_iff N]
  refine exists_congr fun ψ => and_congr_right fun _ => ?_
  rw [← mem_level_iff (α := α) hβ ψ, Module.End.mem_eigenspace_iff]
```

Q: There is no lower bound on N. Does a ring of two sites make sense?

A: As algebra, yes. For N = 2 both neighbours are the same site, so the coupling counts twice; for N = 1 the site is its own neighbour. Neither has a nonbonding orbital, as the theorem says. N = 0 means the infinite chain ℤ, where the pattern solves the equation but cannot be normalised. Molecular rings start at N = 3.

Q: And the pair of orbitals in cyclobutadiene?

A: The degeneracy is exactly two. The map `ev` sends an orbital to (ψ(0), ψ(1)). It is injective by the adjacent-zeros lemma and surjective because a and b are free, so the level has the dimension of ℝ × ℝ.

```lean
/-- In a ring whose number of sites is a multiple of four, the nonbonding level is exactly
twofold degenerate. -/
theorem nonbonding_degeneracy {N : ℕ} (h4 : 4 ∣ N) {α β : ℝ} (hβ : β ≠ 0) :
    Module.finrank ℝ (Module.End.eigenspace (ringHamiltonian N α β) α) = 2 := by
  -- an orbital of the level is read off from its amplitudes on sites 0 and 1
  let ev : Module.End.eigenspace (ringHamiltonian N α β) α →ₗ[ℝ] ℝ × ℝ :=
    { toFun := fun x => (x.1 0, x.1 1)
      map_add' := fun _ _ => rfl
      map_smul' := fun _ _ => rfl }
  have inj : Function.Injective ev := by
    rw [injective_iff_map_eq_zero]
    intro x hx
    exact Subtype.ext (eq_zero_of_adjacent ((mem_level_iff hβ x.1).mp x.2)
      (congrArg Prod.fst hx) (congrArg Prod.snd hx))
  have surj : Function.Surjective ev := by
    rintro ⟨a, b⟩
    refine ⟨⟨fun j => pattern a b (ZMod.castHom h4 (ZMod 4) j),
      (mem_level_iff hβ _).mpr (pattern_isNonbonding _ a b)⟩, Prod.ext ?_ ?_⟩
    · change pattern a b (ZMod.castHom h4 (ZMod 4) 0) = a
      rw [map_zero]
      rfl
    · change pattern a b (ZMod.castHom h4 (ZMod 4) 1) = b
      rw [map_one]
      rfl
  rw [(LinearEquiv.ofBijective ev ⟨inj, surj⟩).finrank_eq, Module.finrank_prod,
    Module.finrank_self]
```

The code does not normalise. For N > 0, a normalised orbital has a² + b² = 2/N, so cyclobutadiene has the orthonormal pair (1, 0, −1, 0)/√2 and (0, 1, 0, −1)/√2.

Q: Does a Möbius ring follow the same rule?

A: The rule shifts by two. Put the amplitudes on ℤ and require a sign change after one turn:

ψ(j+N) = −ψ(j).

For odd N, two turns give ψ(j+2N) = ψ(j), while alternation gives −ψ(j), so ψ = 0. For N = 2m, alternation gives ψ(j+N) = (−1)ᵐ ψ(j). This contradicts the sign change for even m unless ψ = 0, and agrees with it for odd m. Nonzero solutions therefore exist exactly when N leaves remainder 2 on division by 4. The proof follows these cases and again uses the pattern for existence.

```lean
/-- On a Möbius ring, where the amplitude changes sign after one turn of `N` sites, a nonzero
nonbonding orbital exists exactly when `N` leaves remainder two on division by four. -/
theorem moebius_nonbonding_iff (N : ℕ) :
    (∃ ψ : ℤ → ℝ, ψ ≠ 0 ∧ IsNonbonding ψ ∧ ∀ j, ψ (j + (N : ℤ)) = -ψ j) ↔ N % 4 = 2 := by
  constructor
  · rintro ⟨ψ, hψ, h, ht⟩
    by_contra hN
    apply hψ
    funext j
    change ψ j = 0
    have t1 := ht j
    rcases Nat.even_or_odd' N with ⟨m, hm | hm⟩
    · have hev : Even m := Nat.even_iff.mpr (by omega)
      have e : (N : ℤ) = 2 * (m : ℤ) := by omega
      rw [e, h.alternates m j, hev.neg_one_pow] at t1
      linarith
    · -- for odd N the contradiction appears after two turns
      have hodd : Odd N := Nat.odd_iff.mpr (by omega)
      have key := h.alternates N j
      rw [hodd.neg_one_pow] at key
      have t2 := ht (j + (N : ℤ))
      rw [show j + (N : ℤ) + (N : ℤ) = j + 2 * (N : ℤ) by ring] at t2
      linarith
  · intro hN
    have hnb := pattern_isNonbonding (Int.castRingHom (ZMod 4)) 1 0
    refine ⟨fun j => pattern 1 0 (Int.castRingHom (ZMod 4) j), ?_, hnb, ?_⟩
    · intro h0
      have key := congrFun h0 0
      change pattern 1 0 (Int.castRingHom (ZMod 4) 0) = 0 at key
      rw [map_zero] at key
      exact one_ne_zero (α := ℝ) key
    · intro j
      obtain ⟨m, hm⟩ : ∃ m : ℕ, N = 2 * m := ⟨N / 2, by omega⟩
      have hodd : Odd m := Nat.odd_iff.mpr (by omega)
      have e : (N : ℤ) = 2 * (m : ℤ) := by omega
      have key := hnb.alternates m j
      rw [← e, hodd.neg_one_pow, neg_one_mul] at key
      exact key

end AnnuleneNonbonding
```

```lean
#print axioms AnnuleneNonbonding.annulene_nonbonding_iff
#print axioms AnnuleneNonbonding.nonbonding_degeneracy
#print axioms AnnuleneNonbonding.moebius_nonbonding_iff
```

```
'AnnuleneNonbonding.annulene_nonbonding_iff' depends on axioms: [propext, Classical.choice, Quot.sound]
'AnnuleneNonbonding.nonbonding_degeneracy' depends on axioms: [propext, Classical.choice, Quot.sound]
'AnnuleneNonbonding.moebius_nonbonding_iff' depends on axioms: [propext, Classical.choice, Quot.sound]
```

Here the theorem speaks of the cancellation condition directly, without a separate Möbius Hamiltonian. The twist enters only through the sign, not through a weakened coupling.

Q: What may I conclude about a real annulene?

A: Within a non-interacting model with one orbital per site, equal site energies and equal nonzero couplings between nearest neighbours only, you know which ring sizes have a degenerate pair of orbitals at α. Bond alternation, as in rectangular cyclobutadiene, is not covered, and neither are orbital overlap, electron repulsion and the filling of the levels.
